# With fixed positive coefficients, a two-term Ramsey-type shielding of a Slater orbital $r^n e^{-zr}$, $n \ge 1$, rises and then falls as the orbital contracts

## What changes when the orbital contracts

To ask whether a contracting valence orbital shields its nucleus more or less, we must first decide which quantities change with the orbital. Here only the orbital exponent $z$ changes, and the strengths of the diamagnetic and paramagnetic terms stay fixed.

Ramsey's theory splits the nuclear shielding into two parts. We take the isotropic shielding, with the gauge origin at the nucleus. The diamagnetic part is then proportional to the ground-state average of $1/r$, summed over the electrons, where $r$ is the distance from the nucleus. The paramagnetic part is a second-order sum over excited states, in which the magnetic field mixes excited states into the ground state through the orbital angular momentum operator. If the excitation energies are replaced by one mean value and a single p-type (or higher) shell dominates, this sum is commonly reduced to a multiple of $\langle 1/r^3\rangle$. We keep only the contribution of this shell and describe it by one radial function. That leaves the model

$$\sigma(z) = a\,\langle 1/r\rangle - b\,\langle 1/r^3\rangle, \qquad a, b > 0.$$

Core electrons are left out; if their contribution stays fixed, it only adds a constant to $\sigma$. The constant $a$ collects the fundamental constants and the number of electrons in the shell. The constant $b$ stands for the inverse mean excitation energy together with fundamental constants, the angular factors and the uneven filling of the shell; $b > 0$ says that the paramagnetic term is present and lowers the shielding.

Both averages grow when the orbital contracts, so they pull $\sigma$ in opposite directions. Applying this model to a molecule assumes, besides the approximations above, that $a$ and $b$ keep their values while $z$ changes. In a real molecule, the excitation energies and the bonding usually change too.

## One maximum and one change of sign

The radial function is $R(r) = r^n e^{-zr}$ with $z > 0$. Textbooks usually write $\zeta$ for the exponent and $r^{n-1}$ for the power, with $n$ the principal quantum number. Here $n$ is the power itself, so a 2p orbital has $n = 1$.

For $n \ge 1$ and $a, b > 0$, define the turning exponent

$$z_* = \sqrt{\frac{a\,n(2n+1)}{6b}}.$$

Then $z_* > 0$, and $\sigma$ strictly increases on $(0, z_*]$ and strictly decreases on $[z_*, \infty)$. Moreover, for $z > 0$, $\sigma(z) < 0$ exactly when $z > \sqrt3\, z_*$.

For the 2p function $r e^{-zr}$ the means are $\langle 1/r\rangle = z/2$ and $\langle 1/r^3\rangle = z^3/3$, and $z_* = \sqrt{a/(2b)}$.

"Deshielding" can thus mean two things. Beyond $z_*$, further contraction lowers the shielding, which may still be positive. Beyond $\sqrt3\,z_*$, the shell's own contribution is negative: with no other electrons, the nucleus would be deshielded even relative to the bare nucleus. A fixed positive core contribution moves this second threshold to a larger exponent and leaves $z_*$ where it is.

In this model with fixed coefficients, a larger $\langle 1/r^3\rangle$ caused by contraction does not by itself imply a lower shielding. The ratio $a/b$ decides, through $z_*$, from which exponent on contraction lowers it.

## From the Gamma integral to a cubic

For a natural number $m$ and $c > 0$, the substitution $u = cr$ gives

$$\int_0^\infty r^m e^{-cr}\,dr = \frac{1}{c^{m+1}}\int_0^\infty u^m e^{-u}\,du = \frac{m!}{c^{m+1}}.$$

The radial density is $R^2 r^2 = r^{2n+2}e^{-2zr}$. Dividing it by $r^k$, with $m + k = 2n+2$, leaves $r^m e^{-2zr}$, whose integral is $m!/(2z)^{m+1}$. The case $k = 0$ is the normalisation integral $(2n+2)!/(2z)^{2n+3}$. The quotient is

$$\langle 1/r^k\rangle = \frac{m!\,(2z)^k}{(2n+2)!}.$$

For $k = 1$ we have $m = 2n+1$, and for $k = 3$ we have $m = 2n-1$. Hence

$$\langle 1/r\rangle = \frac{2z}{2n+2} = \frac{z}{n+1},$$

$$\langle 1/r^3\rangle = \frac{8z^3}{(2n+2)(2n+1)(2n)} = \frac{2z^3}{n(n+1)(2n+1)}.$$

The second formula needs $n \ge 1$. At $n = 0$ the integrand behaves as $1/r$ near the nucleus and the integral diverges.

Put $K = n(n+1)(2n+1) > 0$. Multiplying $\sigma$ by $K$ and using $6b z_*^2 = a n(2n+1)$,

$$K\sigma(z) = a n(2n+1)z - 2bz^3 = 2bz\,(3z_*^2 - z^2).$$

For two exponents $0 < x < y$ the difference factors:

$$K\big(\sigma(y) - \sigma(x)\big) = 2b\,(y-x)\big(3z_*^2 - (x^2 + xy + y^2)\big).$$

If $y \le z_*$, then $x^2 + xy + y^2 < 3y^2 \le 3z_*^2$, and the difference is positive. If $x \ge z_*$, then $x^2 + xy + y^2 > 3x^2 \ge 3z_*^2$, and the difference is negative. No derivative is needed.

The sign of $\sigma(z)$ is that of $3z_*^2 - z^2$, because $2bz > 0$. It is negative exactly when $z > \sqrt3\,z_*$.

Setting $n = 1$ gives $K = 6$, the means $z/2$ and $2z^3/6 = z^3/3$, and $z_*^2 = 3a/(6b) = a/(2b)$.

## Means as quotients of integrals

In Lean, `radial n z r` is the function $r^n e^{-zr}$ without a normalisation constant. The normalised function would be $\sqrt{(2z)^{2n+3}/(2n+2)!}\;r^n e^{-zr}$, which for 2p is $\sqrt{4z^5/3}\;r e^{-zr}$. Instead, `meanInvPow n k z` divides the weighted integral by the normalisation integral. Both run over `Ioi 0`, the half-line $r > 0$, with volume factor $r^2$; the angular part is taken as already integrated out. The mean has its physical meaning for $z > 0$ and $k \le 2n+2$.

The function `shielding n a b z` is built from these quotients, so the closed forms are theorems about it and not part of its definition. The number `turning n a b` is $z_*$. The power $n$ is a natural number, while $a$, $b$ and $z$ are real. Units are free as long as they are consistent: $z$ is an inverse length, and $a/b$ an inverse length squared.

In `shielding_turns`, the expression `shielding n a b` with its last argument left open is the function $z \mapsto \sigma(z)$. `StrictMonoOn` on `Ioc 0 (turning n a b)` is strict increase on $(0, z_*]$, and `StrictAntiOn` on `Ici (turning n a b)` is strict decrease on $[z_*, \infty)$. Since both intervals contain $z_*$, the maximum over positive exponents lies there and nowhere else. The theorem `shielding_neg_iff` gives the change of sign, and `means_two_p` and `shielding_turns_two_p` state the 2p case.

The model has one orbital with one exponent and no radial nodes. It contains no relativistic effects, and the orbital's angular momentum enters only through the interpretation of $b$.

```lean
import Mathlib

open MeasureTheory Set

namespace RamseyShielding

noncomputable section

/-- The nodeless Slater radial function `r^n exp(-z r)` with orbital exponent `z`. -/
def radial (n : ℕ) (z r : ℝ) : ℝ := r ^ n * Real.exp (-(z * r))

/-- The normalised mean of `1/r^k` in the Slater radial function, with volume element `r^2 dr`; the
quotient has this meaning for `z > 0` and `k ≤ 2n + 2`. -/
def meanInvPow (n k : ℕ) (z : ℝ) : ℝ :=
  (∫ r in Ioi (0 : ℝ), 1 / r ^ k * radial n z r ^ 2 * r ^ 2) /
    ∫ r in Ioi (0 : ℝ), radial n z r ^ 2 * r ^ 2

/-- The model shielding: a diamagnetic term `a⟨1/r⟩` minus a paramagnetic term `b⟨1/r^3⟩`. -/
def shielding (n : ℕ) (a b z : ℝ) : ℝ :=
  a * meanInvPow n 1 z - b * meanInvPow n 3 z

/-- The turning exponent `sqrt(a n (2n+1) / (6b))`, for `a, b > 0`. -/
def turning (n : ℕ) (a b : ℝ) : ℝ := Real.sqrt (a * n * (2 * n + 1) / (6 * b))

/-- The integral of `r^m exp(-c r)` over `r > 0` is `m!/c^(m+1)` for `c > 0`. -/
theorem exponential_moment (m : ℕ) {c : ℝ} (hc : 0 < c) :
    ∫ r in Ioi (0 : ℝ), r ^ m * Real.exp (-(c * r)) = m.factorial / c ^ (m + 1) := by
  have h := Real.integral_rpow_mul_exp_neg_mul_Ioi (a := (m : ℝ) + 1) (r := c)
    (by positivity) hc
  have e : (1 / c) ^ ((m : ℝ) + 1) = (1 / c) ^ (m + 1) := by
    have := Real.rpow_natCast (1 / c) (m + 1)
    rwa [Nat.cast_add, Nat.cast_one] at this
  rw [e, Real.Gamma_nat_eq_factorial] at h
  simp only [add_sub_cancel_right, Real.rpow_natCast] at h
  rw [h, one_div, inv_pow, div_eq_mul_inv, mul_comm]

/-- Before normalisation, the integral of `1/r^k` over the radial density is
`m!/(2z)^(m+1)`, where `m + k = 2n + 2` and `z > 0`. -/
theorem density_moment {n m k : ℕ} {z : ℝ} (hz : 0 < z) (h : m + k = 2 * n + 2) :
    ∫ r in Ioi (0 : ℝ), 1 / r ^ k * radial n z r ^ 2 * r ^ 2
      = m.factorial / (2 * z) ^ (m + 1) := by
  rw [← exponential_moment m (show 0 < 2 * z by positivity)]
  refine setIntegral_congr_fun measurableSet_Ioi (fun r hr => ?_)
  have hr0 : r ≠ 0 := ne_of_gt hr
  have e : Real.exp (-(2 * z * r)) = Real.exp (-(z * r)) ^ 2 := by
    rw [sq, ← Real.exp_add]
    congr 1
    ring
  have p : r ^ m * r ^ k = (r ^ n) ^ 2 * r ^ 2 := by
    rw [← pow_add, h]
    ring
  change 1 / r ^ k * (r ^ n * Real.exp (-(z * r))) ^ 2 * r ^ 2
    = r ^ m * Real.exp (-(2 * z * r))
  rw [e]
  calc 1 / r ^ k * (r ^ n * Real.exp (-(z * r))) ^ 2 * r ^ 2
      = ((r ^ n) ^ 2 * r ^ 2) / r ^ k * Real.exp (-(z * r)) ^ 2 := by ring
    _ = r ^ m * Real.exp (-(z * r)) ^ 2 := by
        rw [← p, mul_div_cancel_right₀ _ (pow_ne_zero k hr0)]

/-- The normalised mean of `1/r^k` is `m! (2z)^k / (2n+2)!`, where `m + k = 2n + 2`
and `z > 0`. -/
theorem meanInvPow_eq {n m k : ℕ} {z : ℝ} (hz : 0 < z) (h : m + k = 2 * n + 2) :
    meanInvPow n k z = m.factorial * (2 * z) ^ k / (2 * n + 2).factorial := by
  -- the normalisation integral is the case `k = 0`
  have hN := density_moment (n := n) (m := 2 * n + 2) (k := 0) hz (by omega)
  simp only [pow_zero, div_one, one_mul] at hN
  have p : (2 * z) ^ (2 * n + 2 + 1) = (2 * z) ^ (m + 1) * (2 * z) ^ k := by
    rw [← pow_add]
    congr 1
    omega
  have hA : (2 * z) ^ (m + 1) ≠ 0 := by positivity
  have hB : (2 * z) ^ k ≠ 0 := by positivity
  have hF : ((2 * n + 2).factorial : ℝ) ≠ 0 := by positivity
  rw [meanInvPow, density_moment hz h, hN, p]
  generalize (2 * z) ^ (m + 1) = A at *
  generalize (2 * z) ^ k = B at *
  field_simp

/-- For `z > 0` the mean of `1/r` is `z/(n+1)`. -/
theorem mean_inv (n : ℕ) {z : ℝ} (hz : 0 < z) : meanInvPow n 1 z = z / (n + 1) := by
  have f : ((2 * n + 2).factorial : ℝ) = (2 * n + 2) * (2 * n + 1).factorial := by
    rw [show 2 * n + 2 = 2 * n + 1 + 1 by omega, Nat.factorial_succ (2 * n + 1)]
    push_cast
    ring
  rw [meanInvPow_eq (m := 2 * n + 1) hz (by omega), f,
    div_eq_div_iff (by positivity) (by positivity)]
  ring

/-- For `z > 0` and `n ≥ 1` the mean of `1/r^3` satisfies `n(n+1)(2n+1)⟨1/r^3⟩ = 2z^3`. -/
theorem mean_inv_cube {n : ℕ} (hn : 1 ≤ n) {z : ℝ} (hz : 0 < z) :
    (n * (n + 1) * (2 * n + 1) : ℝ) * meanInvPow n 3 z = 2 * z ^ 3 := by
  obtain ⟨p, rfl⟩ : ∃ p, n = p + 1 := ⟨n - 1, by omega⟩
  have f : ((2 * (p + 1) + 2).factorial : ℝ)
      = (2 * p + 4) * (2 * p + 3) * (2 * p + 2) * (2 * p + 1).factorial := by
    rw [show 2 * (p + 1) + 2 = 2 * p + 1 + 1 + 1 + 1 by omega,
      Nat.factorial_succ (2 * p + 1 + 1 + 1), Nat.factorial_succ (2 * p + 1 + 1),
      Nat.factorial_succ (2 * p + 1)]
    push_cast
    ring
  rw [meanInvPow_eq (m := 2 * p + 1) hz (by omega), f, ← mul_div_assoc,
    div_eq_iff (by positivity)]
  simp only [Nat.cast_add, Nat.cast_one]
  ring

/-- For `a, b > 0` and `n ≥ 1` the turning exponent is positive. -/
theorem turning_pos {n : ℕ} (hn : 1 ≤ n) {a b : ℝ} (ha : 0 < a) (hb : 0 < b) :
    0 < turning n a b := by
  have hn' : (0 : ℝ) < n := by exact_mod_cast hn
  exact Real.sqrt_pos.2 (by positivity)

/-- For `n ≥ 1` and `a, b, z > 0` the shielding is, up to the factor `n(n+1)(2n+1)`, the cubic
`2bz(3t^2 - z^2)` in the orbital exponent, with `t` the turning exponent. -/
theorem shielding_cubic {n : ℕ} (hn : 1 ≤ n) {a b z : ℝ} (ha : 0 < a) (hb : 0 < b)
    (hz : 0 < z) :
    (n * (n + 1) * (2 * n + 1) : ℝ) * shielding n a b z
      = 2 * b * z * (3 * turning n a b ^ 2 - z ^ 2) := by
  have h1 : ((n : ℝ) + 1) * meanInvPow n 1 z = z := by
    rw [mean_inv n hz]
    field_simp
  have h3 := mean_inv_cube hn hz
  have ht : 6 * b * turning n a b ^ 2 = a * n * (2 * n + 1) := by
    rw [turning, Real.sq_sqrt (by positivity)]
    field_simp
  rw [shielding]
  linear_combination a * n * (2 * n + 1) * h1 - b * h3 - z * ht

/-- For `n ≥ 1` and `a, b > 0` the turning exponent is positive; as the orbital contracts, the
shielding strictly increases up to it and strictly decreases beyond it. -/
theorem shielding_turns {n : ℕ} (hn : 1 ≤ n) {a b : ℝ} (ha : 0 < a) (hb : 0 < b) :
    0 < turning n a b ∧
      StrictMonoOn (shielding n a b) (Ioc 0 (turning n a b)) ∧
      StrictAntiOn (shielding n a b) (Ici (turning n a b)) := by
  have ht := turning_pos hn ha hb
  have hK : (0 : ℝ) ≤ n * (n + 1) * (2 * n + 1) := by positivity
  refine ⟨ht, fun x hx y hy hxy => ?_, fun x hx y hy hxy => ?_⟩
  · have hx0 : 0 < x := hx.1
    have hy0 : 0 < y := hy.1
    have hyt : y ≤ turning n a b := hy.2
    refine lt_of_mul_lt_mul_left ?_ hK
    rw [shielding_cubic hn ha hb hx0, shielding_cubic hn ha hb hy0]
    -- the difference of the cubics factors through `y - x`
    have q : 0 < 3 * turning n a b ^ 2 - (x ^ 2 + x * y + y ^ 2) := by
      nlinarith [mul_pos hx0 (sub_pos.2 hxy), mul_pos hy0 (sub_pos.2 hxy),
        mul_nonneg (sub_nonneg.2 hyt) (add_pos ht hy0).le]
    have := mul_pos hb (mul_pos (sub_pos.2 hxy) q)
    linarith
  · have hxt : turning n a b ≤ x := hx
    have hx0 : 0 < x := lt_of_lt_of_le ht hxt
    have hy0 : 0 < y := hx0.trans hxy
    refine lt_of_mul_lt_mul_left ?_ hK
    rw [shielding_cubic hn ha hb hx0, shielding_cubic hn ha hb hy0]
    have q : 0 < (x ^ 2 + x * y + y ^ 2) - 3 * turning n a b ^ 2 := by
      nlinarith [mul_pos hx0 (sub_pos.2 hxy), mul_pos hy0 (sub_pos.2 hxy),
        mul_nonneg (sub_nonneg.2 hxt) (add_pos ht hx0).le]
    have := mul_pos hb (mul_pos (sub_pos.2 hxy) q)
    linarith

/-- For `n ≥ 1` and `a, b, z > 0` the model shielding is negative exactly when the orbital
exponent exceeds `√3` times the turning exponent. -/
theorem shielding_neg_iff {n : ℕ} (hn : 1 ≤ n) {a b z : ℝ} (ha : 0 < a) (hb : 0 < b)
    (hz : 0 < z) : shielding n a b z < 0 ↔ Real.sqrt 3 * turning n a b < z := by
  have ht := turning_pos hn ha hb
  have hn' : (0 : ℝ) < n := by exact_mod_cast hn
  have hK : (0 : ℝ) < n * (n + 1) * (2 * n + 1) := by positivity
  have hc := shielding_cubic hn ha hb hz
  have hs : (Real.sqrt 3 * turning n a b) ^ 2 = 3 * turning n a b ^ 2 := by
    rw [mul_pow, Real.sq_sqrt (by norm_num)]
  have hs0 : 0 < Real.sqrt 3 * turning n a b := mul_pos (Real.sqrt_pos.2 (by norm_num)) ht
  rw [← hs] at hc
  generalize Real.sqrt 3 * turning n a b = s at *
  constructor
  · intro h
    by_contra hzs
    have h1 := mul_neg_of_pos_of_neg hK h
    have h2 : 0 ≤ 2 * b * z * ((s + z) * (s - z)) :=
      mul_nonneg (by positivity)
        (mul_nonneg (by positivity) (sub_nonneg.2 (not_lt.1 hzs)))
    linarith
  · intro h
    by_contra hσ
    have h1 := mul_nonneg hK.le (not_lt.1 hσ)
    have h2 : 2 * b * z * ((s + z) * (s - z)) < 0 :=
      mul_neg_of_pos_of_neg (by positivity)
        (mul_neg_of_pos_of_neg (by positivity) (sub_neg.2 h))
    linarith

/-- For the radial function `r exp(-z r)` with `z > 0`, the means of `1/r` and `1/r^3` are
`z/2` and `z^3/3`. -/
theorem means_two_p {z : ℝ} (hz : 0 < z) :
    meanInvPow 1 1 z = z / 2 ∧ meanInvPow 1 3 z = z ^ 3 / 3 := by
  have h1 := mean_inv 1 hz
  have h3 := mean_inv_cube le_rfl hz
  rw [Nat.cast_one] at h1 h3
  exact ⟨by rw [h1]; norm_num, by linarith⟩

/-- For the radial function `r exp(-z r)` and `a, b > 0`, the shielding strictly increases with
`z > 0` up to `sqrt(a/(2b))` and strictly decreases beyond. -/
theorem shielding_turns_two_p {a b : ℝ} (ha : 0 < a) (hb : 0 < b) :
    StrictMonoOn (shielding 1 a b) (Ioc 0 (Real.sqrt (a / (2 * b)))) ∧
      StrictAntiOn (shielding 1 a b) (Ici (Real.sqrt (a / (2 * b)))) := by
  have e : turning 1 a b = Real.sqrt (a / (2 * b)) := by
    unfold turning
    congr 1
    rw [Nat.cast_one, div_eq_div_iff (by positivity) (by positivity)]
    ring
  rw [← e]
  exact (shielding_turns le_rfl ha hb).2

end

end RamseyShielding
```

```lean
#print axioms RamseyShielding.shielding_turns
#print axioms RamseyShielding.shielding_neg_iff
#print axioms RamseyShielding.means_two_p
#print axioms RamseyShielding.shielding_turns_two_p
```

```
'RamseyShielding.shielding_turns' depends on axioms: [propext, Classical.choice, Quot.sound]
'RamseyShielding.shielding_neg_iff' depends on axioms: [propext, Classical.choice, Quot.sound]
'RamseyShielding.means_two_p' depends on axioms: [propext, Classical.choice, Quot.sound]
'RamseyShielding.shielding_turns_two_p' depends on axioms: [propext, Classical.choice, Quot.sound]
```

## The integrals in the proof

`exponential_moment` takes the Gamma integral from Mathlib, where it is stated for real powers, and turns it into the factorial formula for natural powers.

`density_moment` shows that the two integrands agree at every $r > 0$, and `setIntegral_congr_fun` carries this over to the integrals. The cancellation of $r^k$ uses $r \ne 0$, which holds on the open half-line. The condition `m + k = 2 * n + 2` takes the place of $m = 2n+2-k$, since subtraction of natural numbers in Lean stops at zero.

`meanInvPow_eq` applies this lemma twice, once for the numerator and once with $k = 0$ for the normalisation. It then splits $(2z)^{2n+3}$ into $(2z)^{m+1}(2z)^k$ and cancels the common factor.

`mean_inv` and `mean_inv_cube` expand the factorial $(2n+2)!$ by one and by three factors. For the cube, $n$ is written as $p + 1$, so that $2n - 1$ becomes the natural number $2p + 1$. The result is stated as the product $K\langle 1/r^3\rangle = 2z^3$. This form is false at $n = 0$, where its left side is zero, so the hypothesis $n \ge 1$ is used there in earnest.

## The cubic in the proof

`turning_pos` gives $z_* > 0$. `shielding_cubic` collects three equations: $(n+1)\langle 1/r\rangle = z$, the product form for $\langle 1/r^3\rangle$, and $6bz_*^2 = an(2n+1)$. The `linear_combination` step adds them with the coefficients $an(2n+1)$, $-b$ and $-z$, which is the substitution made in the derivation above.

In `shielding_turns`, `lt_of_mul_lt_mul_left` reduces each comparison of shieldings to one of cubics by removing the factor $K$. The fact named `q` is the sign of the bracket $3z_*^2 - (x^2+xy+y^2)$, or of its negative on the second interval. On the first interval, the products handed to `nlinarith` correspond to the decomposition

$$3z_*^2 - (x^2+xy+y^2) = 3(z_*-y)(z_*+y) + (y-x)(x+2y),$$

whose first term is nonnegative and whose second is positive. The second interval has the analogous decomposition with $x$ compared to $z_*$. Multiplying by $b(y-x) > 0$ then gives the inequality between the cubics.

`shielding_neg_iff` writes $s = \sqrt3\,z_*$ and factors $s^2 - z^2$ as $(s+z)(s-z)$. Each direction is a proof by contradiction: the assumed sign of $\sigma$ and the sign of $s - z$ would give the two sides of the cubic identity incompatible signs.

The two final theorems put $n = 1$ into the general ones. The only further work is to check that `turning 1 a b` equals $\sqrt{a/(2b)}$.
